# Larmor precession of a spin-1/2 in the Heisenberg picture

## Question

For U = diag(e^(−iωt/2), e^(iωt/2)) with real ω and t, the Pauli matrices transform as

    U† σx U = cos(ωt) σx − sin(ωt) σy
    U† σy U = cos(ωt) σy + sin(ωt) σx
    U† σz U = σz

so the transverse spin operators rotate at angular frequency ω and the longitudinal one is conserved. How can this be stated and proved in Lean 4 with Mathlib, together with the facts that give it physical meaning: in units with ħ = 1, U is the unitary propagator of H = (ω/2) σz, the evolved operators obey the Heisenberg equation, and the expectation values rotate in the same way?

## Answer

The three identities hold with exactly these signs, and they are the theorem `larmor_precession`. Larmor precession in its usual sense also covers arbitrary spin and field direction and ties ω to the field strength through the gyromagnetic ratio, whereas here the spin is 1/2, the axis is z, and ω is a free real parameter.

### Modelling choices

Operators are complex 2×2 matrices, `Matrix (Fin 2) (Fin 2) ℂ`. Index 0 is the state with σz = +1 and index 1 the state with σz = −1. The definitions `σx`, `σy`, `σz` are the Pauli matrices with σy = [[0, −i], [i, 0]], a choice that fixes the signs of the sine terms. Units have ħ = 1, and `hamiltonian ω` is H = (ω/2) σz, so the two levels lie at ±ω/2.

`propagator ω t` is defined directly as the diagonal matrix U(t), and its equality with exp(−itH) is a theorem, in which `NormedSpace.exp` is the matrix exponential given by the power series. `heisenberg ω t A` is A(t) = U(t)† A U(t), where `ᴴ` is the conjugate transpose, and A carries no time dependence of its own. `expect ρ A` is the complex number tr(ρA). Both ω and t have type `ℝ` and may take either sign or vanish. Neither A nor ρ is required to be Hermitian, and ρ need not be positive or have unit trace, so observables and density matrices are special cases.

### Derivation by hand

Write θ = ωt, u₀ = e^(−iθ/2) and u₁ = e^(iθ/2), so that U(t) = diag(u₀, u₁).

Step 1, unitarity. The adjoint of a diagonal matrix conjugates its entries, and for real θ conjugation reverses the sign of each exponent. Products of diagonal matrices multiply entries, so exponents add:

    U(t)† = diag(e^(iθ/2), e^(−iθ/2)) = U(−t)
    U(s) U(t) = U(s + t)
    U(t) U(t)† = U(t) U(−t) = U(0) = 1

Step 2, the exponential. Since −itH = diag(−iθ/2, iθ/2) and every power of a diagonal matrix is taken entry by entry, so is the exponential series:

    exp(−itH) = diag(e^(−iθ/2), e^(iθ/2)) = U(t)

Step 3, matrix elements. Multiplying A by diagonal matrices on both sides rescales each entry, A(t)ⱼₖ = uⱼ* Aⱼₖ uₖ. The four factors are u₀*u₀ = 1, u₀*u₁ = e^(iθ), u₁*u₀ = e^(−iθ) and u₁*u₁ = 1, which gives

    A(t) = [[A₀₀, e^(iθ) A₀₁], [e^(−iθ) A₁₀, A₁₁]]

Step 4, the Pauli matrices. Put c = cos θ and s = sin θ, so that e^(±iθ) = c ± is. For σx both off-diagonal entries equal 1:

    σx(t) = [[0, c + is], [c − is, 0]] = c σx − s σy

because −s σy has entry +is in position 01 and −is in position 10. For σy the entries are −i and i, and −i(c + is) = s − ic, i(c − is) = s + ic:

    σy(t) = [[0, s − ic], [s + ic, 0]] = c σy + s σx

The matrix σz is diagonal, so step 3 leaves it unchanged.

Step 5, the equation of motion. For any X, [H, X]ⱼₖ = (Eⱼ − Eₖ) Xⱼₖ with E₀ = ω/2 and E₁ = −ω/2, hence

    i[H, X] = [[0, iω X₀₁], [−iω X₁₀, 0]]

Differentiating step 3 in t gives zero on the diagonal, iω A(t)₀₁ in position 01 and −iω A(t)₁₀ in position 10. This is the matrix above with X = A(t):

    dA/dt = i[H, A(t)]

Step 6, expectation values. Cyclicity of the trace moves U from the left end to the right end:

    tr(U ρ U† A) = tr(ρ U† A U) = tr(ρ A(t))

Inserting step 4 and using linearity, with ⟨·⟩₀ taken in ρ and ⟨·⟩ₜ in UρU†:

    ⟨σx⟩ₜ = c ⟨σx⟩₀ − s ⟨σy⟩₀
    ⟨σy⟩ₜ = c ⟨σy⟩₀ + s ⟨σx⟩₀
    ⟨σz⟩ₜ = ⟨σz⟩₀

Step 7, a full turn. For θ = 2π both entries of U are e^(∓iπ) = −1, so U = −1 and A(t) = (−1) A (−1) = A.

### The Lean file

```lean
import Mathlib

open Complex Matrix

namespace LarmorPrecession

noncomputable section

/-- The Pauli matrix `σx`. -/
def σx : Matrix (Fin 2) (Fin 2) ℂ := !![0, 1; 1, 0]

/-- The Pauli matrix `σy`. -/
def σy : Matrix (Fin 2) (Fin 2) ℂ := !![0, -I; I, 0]

/-- The Pauli matrix `σz`. -/
def σz : Matrix (Fin 2) (Fin 2) ℂ := !![1, 0; 0, -1]

/-- The spin-1/2 Hamiltonian `H = (ω/2) σz` with Larmor frequency `ω`, in units `ħ = 1`. -/
def hamiltonian (ω : ℝ) : Matrix (Fin 2) (Fin 2) ℂ := ((ω : ℂ) / 2) • σz

/-- The propagator `U(t) = diag(exp(-iωt/2), exp(iωt/2))`. -/
def propagator (ω t : ℝ) : Matrix (Fin 2) (Fin 2) ℂ :=
  diagonal ![Complex.exp (-(I * ((ω : ℂ) * (t : ℂ)) / 2)),
    Complex.exp (I * ((ω : ℂ) * (t : ℂ)) / 2)]

/-- The Heisenberg-picture operator `A(t) = U(t)† A U(t)`. -/
def heisenberg (ω t : ℝ) (A : Matrix (Fin 2) (Fin 2) ℂ) : Matrix (Fin 2) (Fin 2) ℂ :=
  (propagator ω t)ᴴ * A * propagator ω t

/-- The expectation value `tr(ρ A)` of the operator `A` in the state `ρ`. -/
def expect (ρ A : Matrix (Fin 2) (Fin 2) ℂ) : ℂ := trace (ρ * A)

/-- The adjoint of the propagator is the propagator for the reversed time: `U(t)† = U(-t)`. -/
theorem propagator_adjoint (ω t : ℝ) : (propagator ω t)ᴴ = propagator ω (-t) := by
  have h0 : star (Complex.exp (-(I * ((ω : ℂ) * (t : ℂ)) / 2)))
      = Complex.exp (-(I * ((ω : ℂ) * ((-t : ℝ) : ℂ)) / 2)) := by
    rw [Complex.star_def, ← Complex.exp_conj]
    congr 1
    simp only [map_neg, map_div₀, map_mul, Complex.conj_I, Complex.conj_ofReal, map_ofNat,
      Complex.ofReal_neg]
    ring
  have h1 : star (Complex.exp (I * ((ω : ℂ) * (t : ℂ)) / 2))
      = Complex.exp (I * ((ω : ℂ) * ((-t : ℝ) : ℂ)) / 2) := by
    rw [Complex.star_def, ← Complex.exp_conj]
    congr 1
    simp only [map_div₀, map_mul, Complex.conj_I, Complex.conj_ofReal, map_ofNat,
      Complex.ofReal_neg]
    ring
  unfold propagator
  rw [Matrix.diagonal_conjTranspose]
  congr 1
  funext i
  fin_cases i
  · exact h0
  · exact h1

/-- Propagators compose by adding times: `U(s) U(t) = U(s + t)`. -/
theorem propagator_mul (ω s t : ℝ) :
    propagator ω s * propagator ω t = propagator ω (s + t) := by
  have h0 : Complex.exp (-(I * ((ω : ℂ) * (s : ℂ)) / 2))
        * Complex.exp (-(I * ((ω : ℂ) * (t : ℂ)) / 2))
      = Complex.exp (-(I * ((ω : ℂ) * ((s + t : ℝ) : ℂ)) / 2)) := by
    rw [← Complex.exp_add]
    congr 1
    push_cast
    ring
  have h1 : Complex.exp (I * ((ω : ℂ) * (s : ℂ)) / 2)
        * Complex.exp (I * ((ω : ℂ) * (t : ℂ)) / 2)
      = Complex.exp (I * ((ω : ℂ) * ((s + t : ℝ) : ℂ)) / 2) := by
    rw [← Complex.exp_add]
    congr 1
    push_cast
    ring
  unfold propagator
  rw [Matrix.diagonal_mul_diagonal]
  congr 1
  funext i
  fin_cases i
  · exact h0
  · exact h1

/-- The propagator is unitary. -/
theorem propagator_unitary (ω t : ℝ) : propagator ω t ∈ Matrix.unitaryGroup (Fin 2) ℂ := by
  -- U(t) U(t)† = U(t) U(-t) = U(0)
  rw [Matrix.mem_unitaryGroup_iff, Matrix.star_eq_conjTranspose, propagator_adjoint,
    propagator_mul, add_neg_cancel]
  ext i j
  fin_cases i <;> fin_cases j <;> simp [propagator]

/-- The propagator is the matrix exponential `exp(-i t H)` of `H = (ω/2) σz`. -/
theorem propagator_eq_exp (ω t : ℝ) :
    propagator ω t = NormedSpace.exp ((-(I * (t : ℂ))) • hamiltonian ω) := by
  have h : (-(I * (t : ℂ))) • hamiltonian ω
      = diagonal ![-(I * ((ω : ℂ) * (t : ℂ)) / 2), I * ((ω : ℂ) * (t : ℂ)) / 2] := by
    ext i j
    fin_cases i <;> fin_cases j <;> simp [hamiltonian, σz] <;> ring1
  -- the exponential of a diagonal matrix acts entry by entry
  rw [h, Matrix.exp_diagonal]
  unfold propagator
  congr 1
  funext i
  rw [Pi.coe_exp]
  fin_cases i <;> simp [Complex.exp_eq_exp_ℂ]

/-- In the Heisenberg picture the diagonal elements of any operator are unchanged, while
`A₀₁` is multiplied by `exp(iωt)` and `A₁₀` by `exp(-iωt)`. -/
theorem heisenberg_entries (ω t : ℝ) (A : Matrix (Fin 2) (Fin 2) ℂ) :
    heisenberg ω t A
      = !![A 0 0, Complex.exp (I * ((ω : ℂ) * (t : ℂ))) * A 0 1;
           Complex.exp (-(I * ((ω : ℂ) * (t : ℂ)))) * A 1 0, A 1 1] := by
  -- sandwiching between two diagonal matrices rescales each entry
  have key1 : ∀ a b c d : ℂ, diagonal ![a, b] * A * diagonal ![c, d]
      = !![a * A 0 0 * c, a * A 0 1 * d; b * A 1 0 * c, b * A 1 1 * d] := by
    intro a b c d
    ext i j
    rw [Matrix.mul_diagonal, Matrix.diagonal_mul]
    fin_cases i <;> fin_cases j <;> simp
  have key : ∀ a b c d p q : ℂ, a * c = 1 → a * d = p → b * c = q → b * d = 1 →
      diagonal ![a, b] * A * diagonal ![c, d] = !![A 0 0, p * A 0 1; q * A 1 0, A 1 1] := by
    intro a b c d p q h1 h2 h3 h4
    have e00 : a * A 0 0 * c = A 0 0 := by linear_combination A 0 0 * h1
    have e01 : a * A 0 1 * d = p * A 0 1 := by linear_combination A 0 1 * h2
    have e10 : b * A 1 0 * c = q * A 1 0 := by linear_combination A 1 0 * h3
    have e11 : b * A 1 1 * d = A 1 1 := by linear_combination A 1 1 * h4
    rw [key1, e00, e01, e10, e11]
  unfold heisenberg
  rw [propagator_adjoint]
  unfold propagator
  -- the half-angle phases cancel on the diagonal and add up off the diagonal
  refine key _ _ _ _ _ _ ?_ ?_ ?_ ?_
  · rw [← Complex.exp_add, ← Complex.exp_zero]
    congr 1
    push_cast
    ring
  · rw [← Complex.exp_add]
    congr 1
    push_cast
    ring
  · rw [← Complex.exp_add]
    congr 1
    push_cast
    ring
  · rw [← Complex.exp_add, ← Complex.exp_zero]
    congr 1
    push_cast
    ring

/-- Larmor precession in the Heisenberg picture: `U† σx U = cos(ωt) σx - sin(ωt) σy`,
`U† σy U = cos(ωt) σy + sin(ωt) σx` and `U† σz U = σz`. -/
theorem larmor_precession (ω t : ℝ) :
    heisenberg ω t σx = (Real.cos (ω * t) : ℂ) • σx - (Real.sin (ω * t) : ℂ) • σy ∧
    heisenberg ω t σy = (Real.cos (ω * t) : ℂ) • σy + (Real.sin (ω * t) : ℂ) • σx ∧
    heisenberg ω t σz = σz := by
  -- Euler's formula for the two phases
  have e1 : Complex.exp (I * ((ω : ℂ) * (t : ℂ)))
      = (Real.cos (ω * t) : ℂ) + (Real.sin (ω * t) : ℂ) * I := by
    have h : I * ((ω : ℂ) * (t : ℂ)) = ((ω * t : ℝ) : ℂ) * I := by
      push_cast
      ring
    rw [h, Complex.exp_mul_I, ← Complex.ofReal_cos, ← Complex.ofReal_sin]
  have e2 : Complex.exp (-(I * ((ω : ℂ) * (t : ℂ))))
      = (Real.cos (ω * t) : ℂ) - (Real.sin (ω * t) : ℂ) * I := by
    have h : -(I * ((ω : ℂ) * (t : ℂ))) = ((-(ω * t) : ℝ) : ℂ) * I := by
      push_cast
      ring
    rw [h, Complex.exp_mul_I, ← Complex.ofReal_cos, ← Complex.ofReal_sin, Real.cos_neg,
      Real.sin_neg, Complex.ofReal_neg]
    ring
  rw [heisenberg_entries, heisenberg_entries, heisenberg_entries, e1, e2]
  generalize ((Real.cos (ω * t) : ℝ) : ℂ) = c
  generalize ((Real.sin (ω * t) : ℝ) : ℂ) = s
  refine ⟨?_, ?_, ?_⟩
  · ext i j
    fin_cases i <;> fin_cases j <;> simp [σx, σy]
  · ext i j
    fin_cases i <;> fin_cases j <;> simp [σx, σy] <;>
      first
        | ring1
        | linear_combination (-s) * Complex.I_mul_I
  · ext i j
    fin_cases i <;> fin_cases j <;> simp [σz]

/-- The Heisenberg equation of motion `dA/dt = i (H A(t) - A(t) H)` holds for every
matrix element of `A(t)`, for any operator `A`. -/
theorem heisenberg_equation (ω t : ℝ) (A : Matrix (Fin 2) (Fin 2) ℂ) :
    ∀ i j : Fin 2, HasDerivAt (fun s : ℝ => heisenberg ω s A i j)
      ((I • (hamiltonian ω * heisenberg ω t A - heisenberg ω t A * hamiltonian ω)) i j) t := by
  -- the commutator with H kills the diagonal and rescales the off-diagonal entries
  have e : ∀ X : Matrix (Fin 2) (Fin 2) ℂ, I • (hamiltonian ω * X - X * hamiltonian ω)
      = !![0, I * (ω : ℂ) * X 0 1; -(I * (ω : ℂ)) * X 1 0, 0] := by
    intro X
    ext i j
    simp only [Matrix.smul_apply, Matrix.sub_apply, Matrix.mul_apply, Fin.sum_univ_two]
    fin_cases i <;> fin_cases j <;> simp [hamiltonian, σz] <;> ring1
  have f00 : ∀ s : ℝ, heisenberg ω s A 0 0 = A 0 0 := fun s => by
    simp [heisenberg_entries]
  have f01 : ∀ s : ℝ, heisenberg ω s A 0 1
      = Complex.exp (I * ((ω : ℂ) * (s : ℂ))) * A 0 1 := fun s => by
    simp [heisenberg_entries]
  have f10 : ∀ s : ℝ, heisenberg ω s A 1 0
      = Complex.exp (-(I * ((ω : ℂ) * (s : ℂ)))) * A 1 0 := fun s => by
    simp [heisenberg_entries]
  have f11 : ∀ s : ℝ, heisenberg ω s A 1 1 = A 1 1 := fun s => by
    simp [heisenberg_entries]
  -- derivatives of the two phase factors
  have hl : HasDerivAt (fun z : ℂ => I * ((ω : ℂ) * z)) (I * ((ω : ℂ) * 1)) (t : ℂ) :=
    ((hasDerivAt_id' (t : ℂ)).const_mul (ω : ℂ)).const_mul I
  have c1 : HasDerivAt (fun z : ℂ => Complex.exp (I * ((ω : ℂ) * z)))
      (Complex.exp (I * ((ω : ℂ) * (t : ℂ))) * (I * ((ω : ℂ) * 1))) (t : ℂ) := hl.cexp
  have c2 : HasDerivAt (fun z : ℂ => Complex.exp (-(I * ((ω : ℂ) * z))))
      (Complex.exp (-(I * ((ω : ℂ) * (t : ℂ)))) * (-(I * ((ω : ℂ) * 1)))) (t : ℂ) :=
    hl.fun_neg.cexp
  have h1 : HasDerivAt (fun s : ℝ => Complex.exp (I * ((ω : ℂ) * (s : ℂ))))
      (Complex.exp (I * ((ω : ℂ) * (t : ℂ))) * (I * ((ω : ℂ) * 1))) t := c1.comp_ofReal
  have h2 : HasDerivAt (fun s : ℝ => Complex.exp (-(I * ((ω : ℂ) * (s : ℂ)))))
      (Complex.exp (-(I * ((ω : ℂ) * (t : ℂ)))) * (-(I * ((ω : ℂ) * 1)))) t := c2.comp_ofReal
  rw [e]
  simp only [Fin.forall_fin_two, f00, f01, f10, f11]
  refine ⟨⟨?_, ?_⟩, ?_, ?_⟩
  · exact (hasDerivAt_const t (A 0 0)).congr_deriv (by simp)
  · exact (h1.mul_const (A 0 1)).congr_deriv (by simp <;> ring1)
  · exact (h2.mul_const (A 1 0)).congr_deriv (by simp <;> ring1)
  · exact (hasDerivAt_const t (A 1 1)).congr_deriv (by simp)

/-- The expectation value of `A` in the evolved state `U ρ U†` equals that of the
Heisenberg operator `A(t)` in the initial state `ρ`, for any matrices `ρ` and `A`. -/
theorem expect_schrodinger_eq_heisenberg (ω t : ℝ) (ρ A : Matrix (Fin 2) (Fin 2) ℂ) :
    expect (propagator ω t * ρ * (propagator ω t)ᴴ) A = expect ρ (heisenberg ω t A) := by
  unfold expect heisenberg
  simp only [Matrix.mul_assoc]
  -- cyclicity of the trace moves U to the right end
  rw [Matrix.trace_mul_comm]
  simp only [Matrix.mul_assoc]

/-- In the evolved state `U ρ U†` the spin expectation values are
`cos(ωt) ⟨σx⟩ - sin(ωt) ⟨σy⟩`, `cos(ωt) ⟨σy⟩ + sin(ωt) ⟨σx⟩` and `⟨σz⟩`,
with the brackets taken in `ρ`. -/
theorem spin_expectation_precession (ω t : ℝ) (ρ : Matrix (Fin 2) (Fin 2) ℂ) :
    expect (propagator ω t * ρ * (propagator ω t)ᴴ) σx
      = (Real.cos (ω * t) : ℂ) * expect ρ σx - (Real.sin (ω * t) : ℂ) * expect ρ σy ∧
    expect (propagator ω t * ρ * (propagator ω t)ᴴ) σy
      = (Real.cos (ω * t) : ℂ) * expect ρ σy + (Real.sin (ω * t) : ℂ) * expect ρ σx ∧
    expect (propagator ω t * ρ * (propagator ω t)ᴴ) σz = expect ρ σz := by
  obtain ⟨hx, hy, hz⟩ := larmor_precession ω t
  refine ⟨?_, ?_, ?_⟩
  · rw [expect_schrodinger_eq_heisenberg, hx]
    simp only [expect, Matrix.mul_sub, Matrix.mul_smul, Matrix.trace_sub, Matrix.trace_smul,
      smul_eq_mul]
  · rw [expect_schrodinger_eq_heisenberg, hy]
    simp only [expect, Matrix.mul_add, Matrix.mul_smul, Matrix.trace_add, Matrix.trace_smul,
      smul_eq_mul]
  · rw [expect_schrodinger_eq_heisenberg, hz]

/-- When `ωt = 2π` the propagator equals `-1`, and every Heisenberg operator equals its
initial value. -/
theorem full_turn (ω t : ℝ) (h : ω * t = 2 * Real.pi) :
    propagator ω t = -1 ∧ ∀ A : Matrix (Fin 2) (Fin 2) ℂ, heisenberg ω t A = A := by
  have hc : (ω : ℂ) * (t : ℂ) = 2 * (Real.pi : ℂ) := by exact_mod_cast h
  -- both half-angle phases are exp(±iπ) = -1
  have h0 : Complex.exp (-(I * ((ω : ℂ) * (t : ℂ)) / 2)) = -1 := by
    rw [hc, show -(I * (2 * (Real.pi : ℂ)) / 2) = -((Real.pi : ℂ) * I) by ring,
      Complex.exp_neg, Complex.exp_pi_mul_I]
    norm_num
  have h1 : Complex.exp (I * ((ω : ℂ) * (t : ℂ)) / 2) = -1 := by
    rw [hc, show I * (2 * (Real.pi : ℂ)) / 2 = (Real.pi : ℂ) * I by ring,
      Complex.exp_pi_mul_I]
  have hU : propagator ω t = -1 := by
    unfold propagator
    rw [h0, h1]
    ext i j
    fin_cases i <;> fin_cases j <;> simp [Matrix.diagonal_apply]
  refine ⟨hU, fun A => ?_⟩
  unfold heisenberg
  rw [hU]
  simp

end

end LarmorPrecession
```

```lean
#print axioms LarmorPrecession.larmor_precession
#print axioms LarmorPrecession.heisenberg_equation
#print axioms LarmorPrecession.spin_expectation_precession
#print axioms LarmorPrecession.full_turn
```

```
'LarmorPrecession.larmor_precession' depends on axioms: [propext, Classical.choice, Quot.sound]
'LarmorPrecession.heisenberg_equation' depends on axioms: [propext, Classical.choice, Quot.sound]
'LarmorPrecession.spin_expectation_precession' depends on axioms: [propext, Classical.choice, Quot.sound]
'LarmorPrecession.full_turn' depends on axioms: [propext, Classical.choice, Quot.sound]
```

### Remarks

What the theorems state. For all real ω, s and t, `propagator_adjoint`, `propagator_mul` and `propagator_unitary` are the three lines of step 1, with unitarity expressed as membership in `Matrix.unitaryGroup (Fin 2) ℂ`, and `propagator_eq_exp` is step 2. `heisenberg_entries` is step 3 for an arbitrary matrix A. `larmor_precession` is the conjunction of three matrix equalities, in which the real numbers `Real.cos (ω * t)` and `Real.sin (ω * t)` act as complex scalars. `heisenberg_equation` says that each of the four entries of A(s), as a complex-valued function of real time s, has at t a derivative equal to the matching entry of i(H A(t) − A(t) H); it is stated entry by entry with `HasDerivAt`. `expect_schrodinger_eq_heisenberg` and `spin_expectation_precession` are step 6 for any ρ. `full_turn` is the only theorem with a hypothesis, `ω * t = 2 * Real.pi`, and it concludes U = −1 and A(t) = A for every A.

How the proofs follow the steps. In `propagator_adjoint`, `Complex.exp_conj` moves the conjugation into the exponent, where `Complex.conj_I` flips the sign of i and `Complex.conj_ofReal` leaves ω and t alone; this is where their reality is used. `propagator_mul` combines `Complex.exp_add` with `Matrix.diagonal_mul_diagonal`. `propagator_unitary` reduces the claim to U U† = 1 by `Matrix.mem_unitaryGroup_iff`, rewrites the product to U(0) and checks four entries. `propagator_eq_exp` first writes −itH as a diagonal matrix in `h` and then applies `Matrix.exp_diagonal`.

In `heisenberg_entries`, `key1` is the rescaling rule for a matrix between two diagonal matrices with symbolic entries, and `key` turns four scalar products into the target matrix. After U† is replaced by U(−t), the four remaining goals are the four factors of step 3, each settled by adding exponents. In `larmor_precession`, `e1` and `e2` are Euler's formula for e^(iθ) and e^(−iθ). The `generalize` lines replace cosine and sine by plain symbols `c` and `s`, which shows that the comparison of entries uses no trigonometric identity; for σy, `Complex.I_mul_I` is on hand to supply i² = −1.

In `heisenberg_equation`, `e` is the commutator formula of step 5, `f00` to `f11` are the four entries of A(s), and `c1`, `c2` apply the chain rule to the two phases as functions of a complex variable. `comp_ofReal` restricts these derivatives to real time. Step 6 is `Matrix.trace_mul_comm` between two reassociations, followed by linearity through `Matrix.trace_sub`, `Matrix.trace_add` and `Matrix.trace_smul`. `full_turn` evaluates both phases with `Complex.exp_pi_mul_I` and substitutes U = −1 into the definition of A(t).

Where it bears. For a single isolated two-level system with a constant diagonal traceless Hamiltonian, such as a spin-1/2 in a static field along z or an idle qubit whose levels 0 and 1 lie at ω/2 and −ω/2, the formulas give the exact free evolution, and they can serve as a check on the sign conventions of a numerical propagator. The model has no driving field, no relaxation, no coupling to other spins and no time dependence in ω. `full_turn` shows, for this two-level model, that the propagator changes sign after a rotation by 2π while no Heisenberg operator changes.

What depends on the assumptions. The condition in `full_turn` cannot simply be omitted: at ωt = π, `larmor_precession` gives σx(t) = −σx. The reality of ω matters as well.

The following three points are hand observations that the file leaves unproved. With ω = i and real t ≠ 0 the same diagonal formula gives U = diag(e^(t/2), e^(−t/2)), which is not unitary, and U† σz U = diag(e^t, −e^(−t)) differs from σz. For Hermitian ρ the three expectation values are real, and step 6 then describes a rotation of the Bloch vector about z by the angle ωt, counter-clockwise seen from +z when ωt is positive. The Heisenberg equation holds for any time-independent Hermitian H in finite dimension, while the proof here relies on the explicit entries for H = (ω/2) σz.
